# A continuous real eigenvector of cos(mt)σ_z + sin(mt)σ_x with eigenvalue −1 can be 2π-periodic exactly when m is even

## A bent molecule carried once around its axis

A linear triatomic molecule in an electronic Π state has two degenerate electronic states. Bending splits them, and in the Renner-Teller case the splitting grows with the square of the bending displacement \((x,y)\). Now keep the size of the bend fixed and turn its direction once around the molecular axis. The nuclei are back where they started. If the lower electronic state is kept real and followed continuously, does it come back as itself or with the opposite sign?

At a linear touching of two levels, as in the \(E\otimes e\) Jahn-Teller model, the sign changes. At the quadratic touching it does not. In a real two-state model, the answer is fixed by how often the Hamiltonian turns in the \((\sigma_z,\sigma_x)\) plane along the loop.

## The loop as a winding angle

Let \(t\) parametrise the loop, with one circuit for each increase by \(2\pi\). Write the Hamiltonian as

\[
H(t)=r(t)\,\bigl[\cos\varphi(t)\,\sigma_z+\sin\varphi(t)\,\sigma_x\bigr],\qquad r(t)>0,
\]

with \(\varphi\) continuous and \(\varphi(t+2\pi)=\varphi(t)+2\pi m\) for an integer \(m\). The levels are \(\pm r(t)\), so \(r>0\) says that the loop avoids the touching point. The integer \(m\) is the winding number.

The result is that every continuous real unit eigenvector \(v\) with eigenvalue \(-r\) obeys

\[
v(t+2\pi)=(-1)^m\,v(t),
\]

and a \(2\pi\)-periodic one exists if and only if \(m\) is even. The matrix in the title is the case \(r=1\), \(\varphi=mt\).

## What the Lean statements say

`vibronic a b` is the matrix \(a\sigma_z+b\sigma_x\), and a state is a function `Fin 2 → ℝ` with components \(v_0,v_1\). `IsAdiabatic H E v` says that \(v\) is continuous in \(t\), has \(v\cdot v=1\), and satisfies \(H(t)v(t)=E(t)v(t)\) for every real \(t\). Despite the name, no time evolution is involved: \(t\) is a position on the loop. Periodicity is a separate condition, so the existence of a periodic state is a real question.

`periodic_iff_even` is the title's statement for every integer \(m\), including zero and negative values. `periodic_iff_even_winding` is the version for general \(r\) and \(\varphi\), and `transport_sign` gives the sign for every admissible \(v\). On a physical loop \(r\) is periodic too, but these theorems do not need that.

`rennerTeller k x y` is \(k(x^2-y^2)\sigma_z+2kxy\,\sigma_x\), where \(k\) measures the strength of the quadratic vibronic coupling. `rennerTeller_no_sign_change` takes \(k>0\), which makes \(-k\rho^2\) the lower level on a circle of radius \(\rho>0\). It states that continuous real unit eigenvectors for that level exist and that all of them return unchanged.

The model has two states, real matrix elements and no \(\sigma_y\) term, such as spin-orbit coupling can produce. An energy common to both states is left out; it would shift the levels without altering the eigenvectors. The step to a real molecule is the assumption that its electronic Hamiltonian near the linear geometry takes this form in a basis that itself returns unchanged after the circuit.

## The half-angle eigenvector

Put \(c=\cos(\varphi/2)\) and \(s=\sin(\varphi/2)\), so that \(\cos\varphi=c^2-s^2\) and \(\sin\varphi=2sc\). Let \(w(\varphi)=(-s,\,c)\), which has unit length. The components of \(Hw\) are

\[
r\bigl[-(c^2-s^2)s+2sc^2\bigr]=r s(c^2+s^2)=-r(-s),
\]
\[
r\bigl[-2s^2c-(c^2-s^2)c\bigr]=-r c(s^2+c^2)=-r c .
\]

Hence \(Hw=-rw\).

Conversely, let \(Hv=-rv\). The two components of this equation read

\[
r(1+\cos\varphi)v_0+r\sin\varphi\,v_1=2rc\,(cv_0+sv_1)=0,
\]
\[
r\sin\varphi\,v_0+r(1-\cos\varphi)v_1=2rs\,(cv_0+sv_1)=0 .
\]

Multiply the first by \(c/2\), the second by \(s/2\), and add. This gives \(r(cv_0+sv_1)=0\), and since \(r>0\), \(v\) has no component along \((c,s)\), the upper state. The vectors \((c,s)\) and \(w\) form an orthonormal basis, so \(v=(w\cdot v)\,w\).

## One sign for the whole loop

For a continuous unit eigenvector \(v(t)\), normalisation gives

\[
1=v\cdot v=\bigl(w(\varphi(t))\cdot v(t)\bigr)^2 .
\]

The overlap is continuous in \(t\) and takes only the values \(\pm1\), so it is a constant \(\varepsilon\). Thus \(v(t)=\varepsilon\,w(\varphi(t))\).

One circuit adds \(m\pi\) to the half angle. Both \(\sin\) and \(\cos\) then acquire the factor \((-1)^m\), so

\[
v(t+2\pi)=\varepsilon\,w(\varphi(t)+2\pi m)=(-1)^m v(t).
\]

If \(m\) is odd and \(v\) is periodic, then \(v=-v\), so \(v=0\), which contradicts \(v\cdot v=1\). If \(m\) is even, \(w(\varphi(t))\) is itself periodic.

For the Renner-Teller Hamiltonian set \(x=\rho\cos t\), \(y=\rho\sin t\). Then

\[
k(x^2-y^2)=k\rho^2\cos 2t,\qquad 2kxy=k\rho^2\sin 2t,
\]

so \(r=k\rho^2\), \(\varphi=2t\) and \(m=2\). The lower state is \(\pm(-\sin t,\cos t)\), which is periodic.

## The sign along a grid of geometries

In an electronic-structure calculation the loop is a list of geometries, and a diagonaliser returns each eigenvector with an arbitrary sign. In the fixed basis of this model, one fixes the signs by making each overlap with the preceding vector positive. This follows the continuous state if \(\varphi/2\) changes by less than \(\pi/2\) in each step. With only three equal steps for \(\varphi=2t\), it would give the wrong final sign. In a molecular calculation the orbitals change with the geometry too, so the overlap meant here is that of the electronic wavefunctions, which the coefficient vectors alone do not give.

Take eight equal steps, \(t_j=j\pi/4\), starting from \((0,1)\). For \(\varphi=2t\) neighbouring vectors overlap by \(\cos(\pi/4)\approx0.71\). The sequence begins \((0,1)\), \((-0.71,0.71)\), \((-1,0)\) and ends at \((0,1)\). For the linear touching, \(\varphi=t\), the overlaps are \(\cos(\pi/8)\approx0.92\) and the last vector is \((0,-1)\).

This sign enters the nuclear problem. With such a real electronic state, the nuclear factor must compensate the sign so that the total wavefunction is single-valued. In this two-state model a factor \(e^{i\ell t}\) therefore has integer \(\ell\) for the quadratic touching and half-odd-integer \(\ell\) for the linear one.

## The complete Lean file

```lean
import Mathlib

open Real Matrix

namespace WindingSignChange

noncomputable section

/-- The real traceless two-state Hamiltonian `a σ_z + b σ_x`. -/
def vibronic (a b : ℝ) : Matrix (Fin 2) (Fin 2) ℝ := !![a, b; b, -a]

/-- The half-angle vector `(-sin(φ/2), cos(φ/2))`. -/
def lowerState (φ : ℝ) : Fin 2 → ℝ := ![-sin (φ / 2), cos (φ / 2)]

/-- `v` is a continuous real normalised eigenvector of the Hamiltonian `H t` with
eigenvalue `E t`, for all `t`. -/
structure IsAdiabatic (H : ℝ → Matrix (Fin 2) (Fin 2) ℝ) (E : ℝ → ℝ)
    (v : ℝ → Fin 2 → ℝ) : Prop where
  continuous : Continuous v
  unit : ∀ t, v t ⬝ᵥ v t = 1
  eigen : ∀ t, H t *ᵥ v t = E t • v t

/-- The quadratic Renner-Teller Hamiltonian `k (x² - y²) σ_z + 2 k x y σ_x` at the
nuclear displacement `(x, y)`. -/
def rennerTeller (k x y : ℝ) : Matrix (Fin 2) (Fin 2) ℝ :=
  vibronic (k * (x ^ 2 - y ^ 2)) (k * (2 * x * y))

/-- The action of `a σ_z + b σ_x` on a two-component state. -/
theorem vibronic_mulVec (a b : ℝ) (v : Fin 2 → ℝ) :
    vibronic a b *ᵥ v = ![a * v 0 + b * v 1, b * v 0 - a * v 1] := by
  ext i
  fin_cases i <;>
    simp [vibronic, Matrix.mulVec, dotProduct, Fin.sum_univ_two, sub_eq_add_neg]

/-- If the mixing angle `φ` is continuous, the half-angle vector is a continuous real
normalised eigenvector of `r (cos φ σ_z + sin φ σ_x)` with eigenvalue `-r`. -/
theorem lowerState_isAdiabatic (r φ : ℝ → ℝ) (hφ : Continuous φ) :
    IsAdiabatic (fun t => vibronic (r t * cos (φ t)) (r t * sin (φ t)))
      (fun t => -r t) (fun t => lowerState (φ t)) := by
  refine ⟨?_, fun t => ?_, fun t => ?_⟩
  · refine continuous_pi fun i => ?_
    fin_cases i
    · change Continuous fun t => -sin (φ t / 2)
      fun_prop
    · change Continuous fun t => cos (φ t / 2)
      fun_prop
  · rw [dotProduct, Fin.sum_univ_two]
    change -sin (φ t / 2) * -sin (φ t / 2) + cos (φ t / 2) * cos (φ t / 2) = 1
    linear_combination sin_sq_add_cos_sq (φ t / 2)
  · -- express the Hamiltonian through the half angle
    have hc : cos (φ t) = 2 * cos (φ t / 2) ^ 2 - 1 := by
      rw [← cos_two_mul]; congr 1; ring
    have hs : sin (φ t) = 2 * sin (φ t / 2) * cos (φ t / 2) := by
      rw [← sin_two_mul]; congr 1; ring
    change vibronic (r t * cos (φ t)) (r t * sin (φ t)) *ᵥ lowerState (φ t)
      = (-r t) • lowerState (φ t)
    rw [vibronic_mulVec]
    ext i
    fin_cases i
    · change r t * cos (φ t) * -sin (φ t / 2) + r t * sin (φ t) * cos (φ t / 2)
        = -r t * -sin (φ t / 2)
      rw [hc, hs]
      ring
    · change r t * sin (φ t) * -sin (φ t / 2) - r t * cos (φ t) * cos (φ t / 2)
        = -r t * cos (φ t / 2)
      rw [hc, hs]
      linear_combination (-2 * r t * cos (φ t / 2)) * sin_sq_add_cos_sq (φ t / 2)

/-- Away from the degeneracy (`r > 0`), every real eigenvector with eigenvalue `-r` equals
its projection on the half-angle vector. -/
theorem eq_projection {r φ : ℝ} (hr : 0 < r) {v : Fin 2 → ℝ}
    (h : vibronic (r * cos φ) (r * sin φ) *ᵥ v = (-r) • v) :
    v = (lowerState φ ⬝ᵥ v) • lowerState φ := by
  have hc : cos φ = 2 * cos (φ / 2) ^ 2 - 1 := by
    rw [← cos_two_mul]; congr 1; ring
  have hs : sin φ = 2 * sin (φ / 2) * cos (φ / 2) := by
    rw [← sin_two_mul]; congr 1; ring
  have hp := sin_sq_add_cos_sq (φ / 2)
  rw [vibronic_mulVec] at h
  have h0 : r * cos φ * v 0 + r * sin φ * v 1 = -r * v 0 := congrFun h 0
  have h1 : r * sin φ * v 0 - r * cos φ * v 1 = -r * v 1 := congrFun h 1
  rw [hc, hs] at h0 h1
  -- the component along the upper state vanishes
  have hru : r * (cos (φ / 2) * v 0 + sin (φ / 2) * v 1) = 0 := by
    linear_combination (cos (φ / 2) / 2) * h0 + (sin (φ / 2) / 2) * h1
      - (r * cos (φ / 2) * v 0) * hp
  have hu := (mul_eq_zero.mp hru).resolve_left hr.ne'
  have hw : lowerState φ ⬝ᵥ v = -sin (φ / 2) * v 0 + cos (φ / 2) * v 1 := by
    rw [dotProduct, Fin.sum_univ_two]
    rfl
  rw [hw]
  ext i
  fin_cases i
  · change v 0 = (-sin (φ / 2) * v 0 + cos (φ / 2) * v 1) * -sin (φ / 2)
    linear_combination cos (φ / 2) * hu - v 0 * hp
  · change v 1 = (-sin (φ / 2) * v 0 + cos (φ / 2) * v 1) * cos (φ / 2)
    linear_combination sin (φ / 2) * hu - v 1 * hp

/-- For `r > 0` and continuous `φ`, a continuous real normalised eigenvector with
eigenvalue `-r` is the half-angle vector times one sign, the same for all `t`. -/
theorem eq_sign_smul {r φ : ℝ → ℝ} (hr : ∀ t, 0 < r t) (hφ : Continuous φ)
    {v : ℝ → Fin 2 → ℝ}
    (hv : IsAdiabatic (fun t => vibronic (r t * cos (φ t)) (r t * sin (φ t)))
      (fun t => -r t) v) :
    ∃ ε : ℝ, ε ^ 2 = 1 ∧ ∀ t, v t = ε • lowerState (φ t) := by
  have hpar := fun t => eq_projection (hr t) (hv.eigen t)
  have hL := continuous_pi_iff.mp (lowerState_isAdiabatic r φ hφ).continuous
  have hV := continuous_pi_iff.mp hv.continuous
  have hcont : Continuous fun t => lowerState (φ t) ⬝ᵥ v t := by
    simp only [dotProduct, Fin.sum_univ_two]
    exact ((hL 0).mul (hV 0)).add ((hL 1).mul (hV 1))
  have hsq : ∀ t, (lowerState (φ t) ⬝ᵥ v t) ^ 2 = 1 := fun t => by
    have h := congrArg (fun x => x ⬝ᵥ v t) (hpar t)
    simp only [smul_dotProduct, smul_eq_mul] at h
    rw [hv.unit t] at h
    rw [sq, ← h]
  -- a continuous overlap with values ±1 on the line is constant
  rcases isPreconnected_univ.eq_one_or_eq_neg_one_of_sq_eq hcont.continuousOn
    (fun t _ => hsq t) with h | h
  · exact ⟨1, by norm_num, fun t => (hpar t).trans (by
      rw [show lowerState (φ t) ⬝ᵥ v t = 1 from h (Set.mem_univ t)])⟩
  · exact ⟨-1, by norm_num, fun t => (hpar t).trans (by
      rw [show lowerState (φ t) ⬝ᵥ v t = -1 from h (Set.mem_univ t)])⟩

/-- Advancing the mixing angle by `m` full turns multiplies the half-angle vector by
`(-1)^m`. -/
theorem lowerState_add_turns (φ : ℝ) (m : ℤ) :
    lowerState (φ + m * (2 * π)) = (-1 : ℝ) ^ m • lowerState φ := by
  have h : (φ + m * (2 * π)) / 2 = φ / 2 + m * π := by ring
  ext i
  fin_cases i
  · change -sin ((φ + m * (2 * π)) / 2) = (-1 : ℝ) ^ m * -sin (φ / 2)
    rw [h, sin_add_int_mul_pi, mul_neg]
  · change cos ((φ + m * (2 * π)) / 2) = (-1 : ℝ) ^ m * cos (φ / 2)
    rw [h, cos_add_int_mul_pi]

/-- Let `r > 0` and let the continuous mixing angle `φ` gain `m` full turns when `t` grows
by `2π`. Then every continuous real normalised eigenvector with eigenvalue `-r` is
multiplied by `(-1)^m`. -/
theorem transport_sign {r φ : ℝ → ℝ} {m : ℤ} (hr : ∀ t, 0 < r t) (hφ : Continuous φ)
    (hm : ∀ t, φ (t + 2 * π) = φ t + m * (2 * π)) {v : ℝ → Fin 2 → ℝ}
    (hv : IsAdiabatic (fun t => vibronic (r t * cos (φ t)) (r t * sin (φ t)))
      (fun t => -r t) v) (t : ℝ) :
    v (t + 2 * π) = (-1 : ℝ) ^ m • v t := by
  obtain ⟨ε, -, hε⟩ := eq_sign_smul hr hφ hv
  rw [hε (t + 2 * π), hε t, hm, lowerState_add_turns]
  exact smul_comm _ _ _

/-- Let `r > 0` and let the continuous mixing angle gain `m` full turns when `t` grows by
`2π`. A `2π`-periodic continuous real normalised eigenvector with eigenvalue `-r` exists
if and only if `m` is even. -/
theorem periodic_iff_even_winding {r φ : ℝ → ℝ} {m : ℤ} (hr : ∀ t, 0 < r t)
    (hφ : Continuous φ) (hm : ∀ t, φ (t + 2 * π) = φ t + m * (2 * π)) :
    (∃ v, IsAdiabatic (fun t => vibronic (r t * cos (φ t)) (r t * sin (φ t)))
      (fun t => -r t) v ∧ ∀ t, v (t + 2 * π) = v t) ↔ Even m := by
  constructor
  · rintro ⟨v, hv, hper⟩
    by_contra hodd
    rw [Int.not_even_iff_odd] at hodd
    -- an odd winding would force v = -v
    have h := transport_sign hr hφ hm hv 0
    rw [hper 0, hodd.neg_one_zpow] at h
    have h0 : v 0 0 = -1 * v 0 0 := congrFun h 0
    have h1 : v 0 1 = -1 * v 0 1 := congrFun h 1
    have z0 : v 0 0 = 0 := by linarith
    have z1 : v 0 1 = 0 := by linarith
    have hn := hv.unit 0
    rw [dotProduct, Fin.sum_univ_two, z0, z1] at hn
    norm_num at hn
  · intro he
    refine ⟨_, lowerState_isAdiabatic r φ hφ, fun t => ?_⟩
    rw [hm, lowerState_add_turns, he.neg_one_zpow, one_smul]

/-- For integer `m`, the matrix `cos(m t) σ_z + sin(m t) σ_x` has a continuous real unit
eigenvector with eigenvalue `-1` that is `2π`-periodic in `t` if and only if `m` is even. -/
theorem periodic_iff_even (m : ℤ) :
    (∃ v, IsAdiabatic (fun t => vibronic (cos (m * t)) (sin (m * t))) (fun _ => -1) v ∧
      ∀ t, v (t + 2 * π) = v t) ↔ Even m := by
  have h := periodic_iff_even_winding (r := fun _ => 1) (φ := fun t => m * t) (m := m)
    (fun _ => one_pos) (by fun_prop) (fun t => by ring)
  simp only [one_mul] at h
  exact h

/-- On a circle of radius `ρ > 0` around a quadratic Renner-Teller touching with `k > 0`,
continuous real normalised eigenvectors with eigenvalue `-k ρ²` exist, and each of them
returns to itself, without sign change, after one revolution. -/
theorem rennerTeller_no_sign_change {k ρ : ℝ} (hk : 0 < k) (hρ : 0 < ρ) :
    (∃ v, IsAdiabatic (fun t => rennerTeller k (ρ * cos t) (ρ * sin t))
      (fun _ => -(k * ρ ^ 2)) v) ∧
    ∀ v, IsAdiabatic (fun t => rennerTeller k (ρ * cos t) (ρ * sin t))
      (fun _ => -(k * ρ ^ 2)) v → ∀ t, v (t + 2 * π) = v t := by
  -- in polar coordinates the mixing angle is twice the polar angle
  have hH : (fun t => rennerTeller k (ρ * cos t) (ρ * sin t)) =
      fun t => vibronic (k * ρ ^ 2 * cos (2 * t)) (k * ρ ^ 2 * sin (2 * t)) := by
    funext t
    have ha : k * ((ρ * cos t) ^ 2 - (ρ * sin t) ^ 2) = k * ρ ^ 2 * cos (2 * t) := by
      rw [cos_two_mul]
      linear_combination (-(k * ρ ^ 2)) * sin_sq_add_cos_sq t
    have hb : k * (2 * (ρ * cos t) * (ρ * sin t)) = k * ρ ^ 2 * sin (2 * t) := by
      rw [sin_two_mul]
      ring
    rw [rennerTeller, ha, hb]
  rw [hH]
  refine ⟨⟨_, lowerState_isAdiabatic (fun _ => k * ρ ^ 2) (fun t => 2 * t)
    (by fun_prop)⟩, fun v hv t => ?_⟩
  have h := transport_sign (r := fun _ => k * ρ ^ 2) (φ := fun t => 2 * t) (m := 2)
    (fun _ => by positivity) (by fun_prop) (fun t => by push_cast; ring) hv t
  rwa [(even_two : Even (2 : ℤ)).neg_one_zpow, one_smul] at h

end

end WindingSignChange
```

```lean
#print axioms WindingSignChange.periodic_iff_even
#print axioms WindingSignChange.rennerTeller_no_sign_change
```

```
'WindingSignChange.periodic_iff_even' depends on axioms: [propext, Classical.choice, Quot.sound]
'WindingSignChange.rennerTeller_no_sign_change' depends on axioms: [propext, Classical.choice, Quot.sound]
```

## From the matrix identities to the parity theorem

`vibronic_mulVec` writes out the matrix-vector product. `lowerState_isAdiabatic` then checks the three conditions for \(w(\varphi(t))\), which is called `lowerState`. The double-angle formulas enter as `hc` and `hs`, and `linear_combination` supplies the multiple of \(s^2+c^2=1\) needed to close the second component of the eigenvalue equation.

`eq_projection` is the converse. Its hypotheses `h0` and `h1` are the two components of \(Hv=-rv\), and the coefficients `cos (φ / 2) / 2` and `sin (φ / 2) / 2` in `hru` are the factors \(c/2\) and \(s/2\) used above. Positivity of \(r\) removes the prefactor and leaves `hu`, the vanishing upper component. The last two goals reconstruct \(v_0\) and \(v_1\) from the overlap.

`eq_sign_smul` contains the continuity argument. `hcont` says that the overlap is continuous, and `hsq` that its square is one. The lemma `eq_one_or_eq_neg_one_of_sq_eq`, applied to the real line as a preconnected set, gives two cases: the overlap is \(1\) everywhere or \(-1\) everywhere. Each case supplies its value of \(\varepsilon\).

`lowerState_add_turns` rewrites the shifted half angle as \(\varphi/2+m\pi\) and uses the shift formulas for sine and cosine. `transport_sign` combines this with the constant \(\varepsilon\).

In `periodic_iff_even_winding`, the forward direction assumes that \(m\) is odd and evaluates the transport law at \(t=0\). Both components of \(v(0)\) vanish, against `hv.unit 0`. The reverse direction offers `lowerState` as the periodic state. `periodic_iff_even` inserts \(r=1\) and \(\varphi=mt\).

The Renner-Teller theorem first proves `hH`, the change to polar form with angle \(2t\). Existence comes from `lowerState_isAdiabatic`, and the return without sign change from `transport_sign` with \(m=2\).
